# Implicit Euler for i dψ/dt = Hψ at fixed τ ≠ 0 drives every state to its projection onto the kernel of the finite Hermitian matrix H

## The step, the population and the kernel

The Schrödinger equation i dψ/dt = Hψ, with ħ = 1, preserves the norm of ψ. Implicit Euler with time step τ evaluates the right-hand side at the new time:

(1 + iτH) ψ_new = ψ_old.

Here H is a fixed, finite Hermitian matrix. Representing the Hamiltonian of a physical system by such a matrix in a finite orthonormal basis is a step the theorems take as done. In the formulas of the text and the docstrings, i on the line is the imaginary unit and a subscript ᵢ is an index; in the Lean code itself, `i` is an index and the imaginary unit is `Complex.I`.

```lean
import Mathlib

open Matrix Filter Topology

namespace ImplicitEuler

noncomputable section

variable {n : Type*} [Fintype n] [DecidableEq n]
```

The letter `n` is the finite set of basis labels, not the number of steps, which is `k`.

```lean
/-- The matrix `(1 + i τ H)⁻¹`, which is the implicit Euler propagator for one time step `τ` when
`1 + i τ H` is invertible; when it is singular, Lean's inverse is the zero matrix. -/
def eulerStep (H : Matrix n n ℂ) (τ : ℝ) : Matrix n n ℂ :=
  (1 + (Complex.I * τ) • H)⁻¹
```

`eulerStep H τ` is S = (1 + iτH)⁻¹. Lean assigns a value to the inverse even of a singular matrix; `isUnit_det` below shows that this case does not arise for Hermitian H.

```lean
omit [DecidableEq n] in
/-- The total population of a state: the sum of the squared moduli of its amplitudes. -/
def population (v : n → ℂ) : ℝ := ∑ i, ‖v i‖ ^ 2
```

`population v` is P(v) = ∑ᵢ |vᵢ|², the squared norm of the whole state rather than the occupation of one level. States need not be normalised.

```lean
/-- The kernel of `H`, as a subspace of the state space. -/
def zeroSpace (H : Matrix n n ℂ) : Submodule ℂ (EuclideanSpace ℂ n) where
  carrier := {v | H *ᵥ v.ofLp = 0}
  add_mem' := by
    intro a b ha hb
    simp only [Set.mem_ofPred_eq] at ha hb ⊢
    rw [WithLp.ofLp_add, Matrix.mulVec_add, ha, hb, add_zero]
  zero_mem' := by simp
  smul_mem' := by
    intro c a ha
    simp only [Set.mem_ofPred_eq] at ha ⊢
    rw [WithLp.ofLp_smul, Matrix.mulVec_smul, ha, smul_zero]
```

`zeroSpace H` is ker H, the vectors with Hv = 0; the three proofs check that it is a subspace. `EuclideanSpace ℂ n` carries the inner product, `.ofLp` extracts the list of amplitudes, and `*ᵥ` is matrix times vector.

## Norm loss and invertibility

```lean
theorem one_add_mulVec (H : Matrix n n ℂ) (τ : ℝ) (y : n → ℂ) :
    (1 + (Complex.I * τ) • H) *ᵥ y = y + (Complex.I * τ) • (H *ᵥ y) := by
  rw [Matrix.add_mulVec, Matrix.one_mulVec, Matrix.smul_mulVec]
```

This is (1 + iτH)y = y + iτHy.

```lean
/-- Norm balance: for Hermitian `H`, the state `(1 + i τ H) y` before an implicit Euler step
has a population larger by `τ²` times that of `H y` than the state `y` after it. -/
theorem population_balance {H : Matrix n n ℂ} (hH : H.IsHermitian) (τ : ℝ) (y : n → ℂ) :
    population ((1 + (Complex.I * τ) • H) *ᵥ y)
      = population y + τ ^ 2 * population (H *ᵥ y) := by
  have hpop : ∀ v : n → ℂ, ((population v : ℝ) : ℂ) = star v ⬝ᵥ v := by
    intro v
    simp [population, dotProduct, Complex.conj_mul']
  -- hermiticity makes the cross terms cancel
  have h : star (H *ᵥ y) ⬝ᵥ y = star y ⬝ᵥ (H *ᵥ y) := by
    rw [Matrix.star_mulVec, hH.eq, Matrix.dotProduct_mulVec]
  have hc : star (Complex.I * (τ : ℂ)) = -(Complex.I * τ) := by simp
  apply Complex.ofReal_injective
  rw [Complex.ofReal_add, Complex.ofReal_mul, Complex.ofReal_pow, hpop, hpop, hpop,
    one_add_mulVec]
  simp only [star_add, star_smul, add_dotProduct, dotProduct_add, smul_dotProduct,
    dotProduct_smul, smul_eq_mul, h, hc]
  linear_combination (-(τ : ℂ) ^ 2 * (star (H *ᵥ y) ⬝ᵥ (H *ᵥ y))) * Complex.I_sq
```

With ⟨a, b⟩ = ∑ᵢ aᵢ* bᵢ, expand the squared norm:

P(y + iτHy) = P(y) + iτ⟨y, Hy⟩ − iτ⟨Hy, y⟩ + τ²P(Hy).

Hermiticity gives ⟨Hy, y⟩ = ⟨y, Hy⟩, so the middle terms cancel. In Lean, `h` is this equality, `hc` conjugates iτ, and `linear_combination` supplies i² = −1. Since y is the new state, each step loses τ²P(Hy).

```lean
/-- For Hermitian `H` and real `τ` the matrix `1 + i τ H` is invertible. -/
theorem isUnit_det {H : Matrix n n ℂ} (hH : H.IsHermitian) (τ : ℝ) :
    IsUnit (1 + (Complex.I * τ) • H).det := by
  rw [isUnit_iff_ne_zero]
  intro hdet
  obtain ⟨v, hv, hv0⟩ := Matrix.exists_mulVec_eq_zero_iff.2 hdet
  have hb := population_balance hH τ v
  have h0 : population (0 : n → ℂ) = 0 := by simp [population]
  rw [hv0, h0] at hb
  have h1 : 0 ≤ population (H *ᵥ v) := Finset.sum_nonneg fun i _ => sq_nonneg _
  apply hv
  ext i
  have h2 : ‖v i‖ ^ 2 ≤ population v :=
    Finset.single_le_sum (f := fun j => ‖v j‖ ^ 2) (fun j _ => sq_nonneg _) (Finset.mem_univ i)
  have h3 : ‖v i‖ ^ 2 = 0 :=
    le_antisymm (by linarith [mul_nonneg (sq_nonneg τ) h1]) (sq_nonneg _)
  simpa using h3
```

If (1 + iτH)v = 0, the balance reads 0 = P(v) + τ²P(Hv). Both terms are non-negative, so P(v) = 0 and v = 0. A square matrix with trivial kernel has non-zero determinant, which is what `IsUnit` says here. The case τ = 0 is included.

## Energy eigenstates

```lean
theorem norm_sq_factor (τ E : ℝ) :
    ‖(1 + Complex.I * τ * E : ℂ)‖ ^ 2 = 1 + τ ^ 2 * E ^ 2 := by
  have h : (1 + Complex.I * τ * E : ℂ) = ⟨1, τ * E⟩ := by
    apply Complex.ext <;> simp
  rw [h, Complex.sq_norm, Complex.normSq_mk]
  ring
```

For real τ and E, |1 + iτE|² = 1 + τ²E².

```lean
/-- For Hermitian `H`, `k` implicit Euler steps multiply a state with `H v = E v`, `E` real,
by `(1 + i τ E)⁻ᵏ`. -/
theorem iterate_eigenstate {H : Matrix n n ℂ} (hH : H.IsHermitian) (τ : ℝ) {E : ℝ}
    {v : n → ℂ} (hv : H *ᵥ v = (E : ℂ) • v) (k : ℕ) :
    (eulerStep H τ ^ k) *ᵥ v = ((1 + Complex.I * τ * E : ℂ)⁻¹ ^ k) • v := by
  have hd : (1 + Complex.I * τ * E : ℂ) ≠ 0 := by
    intro h
    have h2 := norm_sq_factor τ E
    rw [h, norm_zero] at h2
    nlinarith [mul_nonneg (sq_nonneg τ) (sq_nonneg E)]
  have h1 : eulerStep H τ *ᵥ ((1 + (Complex.I * τ) • H) *ᵥ v) = v := by
    rw [Matrix.mulVec_mulVec, eulerStep, Matrix.nonsing_inv_mul _ (isUnit_det hH τ),
      Matrix.one_mulVec]
  have hA : (1 + (Complex.I * τ) • H) *ᵥ v = (1 + Complex.I * τ * E : ℂ) • v := by
    rw [one_add_mulVec, hv, smul_smul, add_smul, one_smul]
  rw [hA, Matrix.mulVec_smul] at h1
  have hs : eulerStep H τ *ᵥ v = (1 + Complex.I * τ * E : ℂ)⁻¹ • v :=
    (inv_smul_smul₀ hd _).symm.trans (congrArg _ h1)
  induction k with
  | zero => simp
  | succ k ih =>
    rw [pow_succ (eulerStep H τ) k, ← Matrix.mulVec_mulVec, hs, Matrix.mulVec_smul, ih,
      smul_smul, ← pow_succ']
```

If Hv = Ev, then (1 + iτH)v = (1 + iτE)v. Applying S and dividing by the non-zero number 1 + iτE gives

Sv = (1 + iτE)⁻¹ v.

This is `hs`; induction on k then gives Sᵏv = (1 + iτE)⁻ᵏ v.

```lean
/-- For Hermitian `H`, the population of a state with `H v = E v`, `E` real, is divided by
`(1 + τ² E²)ᵏ` in `k` implicit Euler steps. -/
theorem population_eigenstate {H : Matrix n n ℂ} (hH : H.IsHermitian) (τ : ℝ) {E : ℝ}
    {v : n → ℂ} (hv : H *ᵥ v = (E : ℂ) • v) (k : ℕ) :
    population ((eulerStep H τ ^ k) *ᵥ v) = population v / (1 + τ ^ 2 * E ^ 2) ^ k := by
  rw [iterate_eigenstate hH τ hv k]
  simp only [population, Pi.smul_apply, smul_eq_mul, norm_mul, mul_pow, ← Finset.mul_sum]
  rw [norm_pow, norm_inv, ← pow_mul, mul_comm k 2, pow_mul, inv_pow, norm_sq_factor,
    inv_pow, div_eq_mul_inv]
  exact mul_comm _ _
```

Taking squared moduli,

P(Sᵏv) = P(v) / (1 + τ²E²)ᵏ.

The exact evolution would only turn the phase of v.

## The long-run limit

```lean
/-- For Hermitian `H` and `τ ≠ 0`, the implicit Euler iterates of a state orthogonal to the
kernel of `H` tend to zero. -/
theorem tendsto_zero_of_orthogonal {H : Matrix n n ℂ} (hH : H.IsHermitian) {τ : ℝ}
    (hτ : τ ≠ 0) {w : EuclideanSpace ℂ n} (hw : w ∈ (zeroSpace H)ᗮ) :
    Tendsto (fun k : ℕ => (eulerStep H τ ^ k) *ᵥ w.ofLp) atTop (𝓝 0) := by
  let b := hH.eigenvectorBasis
  have hv : ∀ i, H *ᵥ (b i).ofLp = ((hH.eigenvalues i : ℝ) : ℂ) • (b i).ofLp := fun i =>
    (hH.mulVec_eigenvectorBasis i).trans (by ext j; simp [b])
  -- expand the state in energy eigenvectors
  have hsum : w.ofLp = ∑ i, (inner ℂ (b i) w) • (b i).ofLp := by
    have h := congrArg WithLp.ofLp (b.sum_repr' w)
    simpa only [WithLp.ofLp_sum, WithLp.ofLp_smul] using h.symm
  have hk : ∀ k : ℕ, (eulerStep H τ ^ k) *ᵥ w.ofLp
      = ∑ i, (inner ℂ (b i) w) • ((eulerStep H τ ^ k) *ᵥ (b i).ofLp) := by
    intro k
    conv_lhs => rw [hsum]
    exact (map_sum (Matrix.mulVecLin (eulerStep H τ ^ k)) _ _).trans
      (Finset.sum_congr rfl fun i _ => Matrix.mulVec_smul _ _ _)
  simp_rw [hk]
  rw [← Finset.sum_const_zero (s := (Finset.univ : Finset n))]
  refine tendsto_finsetSum _ fun i _ => ?_
  by_cases hE : hH.eigenvalues i = 0
  · -- zero-energy components are absent
    have hm : b i ∈ zeroSpace H := by
      change H *ᵥ (b i).ofLp = 0
      rw [hv i, hE, Complex.ofReal_zero, zero_smul]
    have hc : inner ℂ (b i) w = 0 := (Submodule.mem_orthogonal _ _).1 hw (b i) hm
    simp only [hc, zero_smul]
    exact tendsto_const_nhds
  · -- all other components shrink geometrically
    have hn := norm_sq_factor τ (hH.eigenvalues i)
    have hpos : 0 < τ ^ 2 * hH.eigenvalues i ^ 2 := by positivity
    have h1 : 1 < ‖(1 + Complex.I * τ * (hH.eigenvalues i : ℝ) : ℂ)‖ := by
      by_contra hle
      nlinarith [norm_nonneg (1 + Complex.I * τ * (hH.eigenvalues i : ℝ) : ℂ), not_lt.1 hle]
    have h2 : ‖(1 + Complex.I * τ * (hH.eigenvalues i : ℝ) : ℂ)⁻¹‖ < 1 := by
      rw [norm_inv]
      exact inv_lt_one_of_one_lt₀ h1
    have h3 := ((tendsto_pow_atTop_nhds_zero_of_norm_lt_one h2).smul_const
      (b i).ofLp).const_smul (inner ℂ (b i) w)
    simp_rw [iterate_eigenstate hH τ (hv i)]
    simpa only [zero_smul, smul_zero] using h3
```

The symbol `ᗮ` denotes the orthogonal complement, and `Tendsto … atTop (𝓝 0)` says that the iterates tend to 0 as k → ∞. Expand w in orthonormal eigenvectors bᵢ with energies Eᵢ:

Sᵏw = ∑ᵢ ⟨bᵢ, w⟩ (1 + iτEᵢ)⁻ᵏ bᵢ.

The proof splits on `hE`. If Eᵢ = 0, then bᵢ lies in ker H and ⟨bᵢ, w⟩ = 0. Otherwise τ ≠ 0 makes |1 + iτEᵢ| > 1, and the term decays geometrically. A finite sum of terms tending to zero tends to zero.

```lean
/-- For Hermitian `H` and real `τ ≠ 0`, the implicit Euler iterates `(1 + i τ H)⁻ᵏ x` tend to the
orthogonal projection of `x` onto the kernel of `H`. -/
theorem tendsto_projection {H : Matrix n n ℂ} (hH : H.IsHermitian) {τ : ℝ} (hτ : τ ≠ 0)
    (x : EuclideanSpace ℂ n) :
    Tendsto (fun k : ℕ => (eulerStep H τ ^ k) *ᵥ x.ofLp) atTop
      (𝓝 ((zeroSpace H).starProjection x).ofLp) := by
  have hp : H *ᵥ ((zeroSpace H).starProjection x).ofLp = 0 :=
    Submodule.starProjection_apply_mem (zeroSpace H) x
  have hq : x - (zeroSpace H).starProjection x ∈ (zeroSpace H)ᗮ :=
    Submodule.sub_starProjection_mem_orthogonal x
  -- the projection is left unchanged by every step
  have hfix : ∀ k : ℕ, (eulerStep H τ ^ k) *ᵥ ((zeroSpace H).starProjection x).ofLp
      = ((zeroSpace H).starProjection x).ofLp := by
    intro k
    rw [iterate_eigenstate hH τ (E := 0) (by rw [hp, Complex.ofReal_zero, zero_smul]) k,
      Complex.ofReal_zero, mul_zero, add_zero, inv_one, one_pow, one_smul]
  have h := (tendsto_zero_of_orthogonal hH hτ hq).const_add
    ((zeroSpace H).starProjection x).ofLp
  simpa only [WithLp.ofLp_sub, Matrix.mulVec_sub, hfix, add_sub_cancel, add_zero] using h
```

Let p be the orthogonal projection of x onto ker H, written `starProjection` in Lean. Since Hp = 0, the eigenstate formula with E = 0 gives Sᵏp = p; this is `hfix`. The remainder x − p is orthogonal to ker H, so

Sᵏx = p + Sᵏ(x − p) → p.

Take H = diag(0, 1), τ = 1 and x = (0.6, 0.8). Then

Sᵏx = (0.6, 0.8 (1 + i)⁻ᵏ),
P(Sᵏx) = 0.36 + 0.64/2ᵏ.

The population is 1 at the start, 0.68 after one step and 0.52 after two. The limit is (0.6, 0), with population 0.36.

```lean
/-- For Hermitian `H` and `τ ≠ 0`, the implicit Euler iterates of `x` die out if and only if
`x` is orthogonal to the kernel of `H`. -/
theorem tendsto_zero_iff {H : Matrix n n ℂ} (hH : H.IsHermitian) {τ : ℝ} (hτ : τ ≠ 0)
    (x : EuclideanSpace ℂ n) :
    Tendsto (fun k : ℕ => (eulerStep H τ ^ k) *ᵥ x.ofLp) atTop (𝓝 0)
      ↔ x ∈ (zeroSpace H)ᗮ := by
  refine ⟨fun h => ?_, tendsto_zero_of_orthogonal hH hτ⟩
  have h0 := tendsto_nhds_unique (tendsto_projection hH hτ x) h
  have hp : (zeroSpace H).starProjection x = 0 := by
    ext i
    exact congrFun h0 i
  have hq : x - (zeroSpace H).starProjection x ∈ (zeroSpace H)ᗮ :=
    Submodule.sub_starProjection_mem_orthogonal x
  rwa [hp, sub_zero] at hq

end

end ImplicitEuler
```

If the iterates tend to zero, uniqueness of limits forces p = 0, so x = x − p is orthogonal to ker H. The converse is `tendsto_zero_of_orthogonal`.

For a fixed finite Hermitian matrix H, implicit Euler at constant τ ≠ 0, without renormalisation, therefore keeps only the zero-energy part of the state in the limit k → ∞. Which part that is depends on the chosen origin of energy, although shifting the origin changes the exact evolution only by a global phase. Refining τ → 0 at fixed total time is a different limit.

```lean
#print axioms ImplicitEuler.population_eigenstate
#print axioms ImplicitEuler.tendsto_projection
#print axioms ImplicitEuler.tendsto_zero_iff
```

```
'ImplicitEuler.population_eigenstate' depends on axioms: [propext, Classical.choice, Quot.sound]
'ImplicitEuler.tendsto_projection' depends on axioms: [propext, Classical.choice, Quot.sound]
'ImplicitEuler.tendsto_zero_iff' depends on axioms: [propext, Classical.choice, Quot.sound]
```
